# With a gap c/R and fixed coupling K, the two-level RPA correlation energy approaches −K as R^(−1/2)

Take a single excitation with coupling 1 and gap D = 1/R, where R is the bond length in matching units. Its restricted correlation energy in the direct RPA, which leaves exchange out of the kernel, is called the RPA energy below:

E = (√(D² + 4D) − D − 2)/2.

At R = 2 the root is √(1/4 + 2) = 3/2, so E = −1/2. At R = 20 it is √(1/400 + 1/5) = 9/20, so E = −4/5. At R = 9900 the same arithmetic gives E = −99/100. The limit is −1, and the distances from it are 1/2, 1/5 and 1/100. From R = 20 to R = 9900 the bond grows 495-fold, while the distance shrinks only 20-fold. The cause is the term 4D under the root: for a small gap it outweighs D², and the distance from the limit follows √D instead of D.

## The square-root law by hand

For a coupling K > 0 and a gap D > 0, the energy is

E = (√(D² + 4DK) − D − 2K)/2.

Here D is the orbital gap, and K is the Coulomb integral of the transition density (the product of the two orbitals) with itself. In the spin-singlet channel the direct RPA matrices are the numbers A = D + 2K and B = 2K. The excitation energy is √((A − B)(A + B)) = √(D² + 4DK), and E is half of what remains after subtracting A from it. The excess of E over −K is

E + K = (√(D² + 4DK) − D)/2.

Put s = √D √K, so that s² = DK. Then

(2s)² = 4DK < D² + 4DK < D² + 4Ds + 4DK = (D + 2s)².

Taking roots, subtracting D and halving gives

s − D/2 < E + K < s.

Division by √D yields

√K − √D/2 < (E + K)/√D < √K,

so (E + K)/√D → √K whenever D → 0 through positive values.

Now let D = c/R with c > 0. Since √R = √c/√D,

√R (E + K) = √c · (E + K)/√D → √c √K = √(cK).

The exponent 1/2 is sharp, because

R^p (E + K) = R^(p − 1/2) · √R (E + K),

and the last factor has a positive limit. The product therefore diverges for p > 1/2 and vanishes for p < 1/2.

The same argument handles a gap D = d exp(−aR) with d, a > 0. Here exp(aR/2) = √d/√D, hence

exp(aR/2) (E + K) → √(dK).

The excess again decays at half the rate of the gap.

For restricted RPA dissociation curves, this means that in a one-excitation model with fixed K and gap c/R, halving the distance of E from its limit −K at large R takes about four times the bond length.

## The energy and the gap in Lean

```lean
import Mathlib

open Filter Topology

namespace StretchedHydrogenRPA

noncomputable section
```

The energy is a real function of the coupling and the gap, in that order.

```lean
/-- The restricted RPA correlation energy of the two-level model with coupling `K` and gap `D`. -/
def rpaEnergy (K D : ℝ) : ℝ := (√(D ^ 2 + 4 * D * K) - D - 2 * K) / 2
```

The gap c/R is postulated. It stands for a splitting left by the Coulomb tail between the separated atoms, with c setting its strength. Neither this form nor the constancy of K is derived from a molecular Hamiltonian.

```lean
/-- The gap of the stretched bond, inversely proportional to the bond length `R`,
for `R > 0`. -/
def stretchedGap (c R : ℝ) : ℝ := c / R
```

## Bounds at every positive gap

The next theorem is the two-sided estimate for E + K. Its steps `hlow` and `hupp` are the two comparisons of squares above, and `linarith` then subtracts D and halves.

```lean
/-- For `K > 0` and every positive gap `D`, the excess of the RPA energy over `-K` lies strictly
between `√D √K - D / 2` and `√D √K`. -/
theorem excess_bounds {K D : ℝ} (hK : 0 < K) (hD : 0 < D) :
    √D * √K - D / 2 < rpaEnergy K D + K ∧ rpaEnergy K D + K < √D * √K := by
  have hs0 : 0 < √D * √K := mul_pos (Real.sqrt_pos.2 hD) (Real.sqrt_pos.2 hK)
  have hs : (√D * √K) ^ 2 = D * K := by
    rw [mul_pow, Real.sq_sqrt hD.le, Real.sq_sqrt hK.le]
  -- both bounds compare squares with the radicand
  have hlow : 2 * (√D * √K) < √(D ^ 2 + 4 * D * K) := by
    apply Real.lt_sqrt_of_sq_lt
    nlinarith [pow_pos hD 2]
  have hupp : √(D ^ 2 + 4 * D * K) < D + 2 * (√D * √K) := by
    rw [Real.sqrt_lt' (by linarith)]
    nlinarith [mul_pos hD hs0]
  unfold rpaEnergy
  constructor <;> linarith
```

## Any closing gap

Here `D` is a family of gaps and the filter `l` says how its index moves, for instance R → ∞. The hypotheses require K > 0 and a gap that is eventually positive and tends to zero. The proof divides the bounds by √D and squeezes.

```lean
/-- Whenever a positive gap closes, the excess of the RPA energy over `-K`, divided by
the square root of the gap, tends to `√K`. -/
theorem excess_div_sqrt_gap_tendsto {ι : Type*} {l : Filter ι} {D : ι → ℝ} {K : ℝ}
    (hK : 0 < K) (hpos : ∀ᶠ x in l, 0 < D x) (hD : Tendsto D l (𝓝 0)) :
    Tendsto (fun x => (rpaEnergy K (D x) + K) / √(D x)) l (𝓝 (√K)) := by
  have hlow : Tendsto (fun x => √K - √(D x) / 2) l (𝓝 (√K)) := by
    have h := (hD.sqrt.div_const 2).const_sub (√K)
    simpa using h
  -- squeeze between the two bounds divided by the root of the gap
  refine tendsto_of_tendsto_of_tendsto_of_le_of_le' hlow tendsto_const_nhds ?_ ?_
  · filter_upwards [hpos] with x hx
    rw [le_div_iff₀ (Real.sqrt_pos.2 hx)]
    nlinarith [(excess_bounds hK hx).1, Real.sq_sqrt hx.le]
  · filter_upwards [hpos] with x hx
    rw [div_le_iff₀ (Real.sqrt_pos.2 hx)]
    nlinarith [(excess_bounds hK hx).2]
```

## The stretched bond

In the main theorem K and c are positive, `atTop` means R → ∞ and `𝓝 (√(c * K))` names the limit. The proof checks that c/R is eventually positive and tends to zero, then multiplies the general law by √c. The identity `hs`, √c = √R √D, turns the result into the stated product.

```lean
/-- For the gap `c / R`, the product of `√R` and the excess of the RPA energy over `-K`
tends to `√(c K)` as the bond is stretched to infinity. -/
theorem sqrt_mul_excess_tendsto {K c : ℝ} (hK : 0 < K) (hc : 0 < c) :
    Tendsto (fun R : ℝ => √R * (rpaEnergy K (stretchedGap c R) + K)) atTop
      (𝓝 (√(c * K))) := by
  have h0 : Tendsto (fun R : ℝ => stretchedGap c R) atTop (𝓝 0) := by
    have h : Tendsto (fun R : ℝ => c / R) atTop (𝓝 0) :=
      tendsto_const_nhds.div_atTop tendsto_id
    simpa only [stretchedGap] using h
  have hpos : ∀ᶠ R : ℝ in atTop, 0 < stretchedGap c R := by
    filter_upwards [eventually_gt_atTop (0 : ℝ)] with R hR
    exact div_pos hc hR
  have h := (excess_div_sqrt_gap_tendsto hK hpos h0).const_mul (√c)
  rw [Real.sqrt_mul hc.le]
  refine h.congr' ?_
  filter_upwards [eventually_gt_atTop (0 : ℝ), hpos] with R hR hg
  -- the root of `c` splits into the roots of the distance and of the gap
  have hs : √c = √R * √(stretchedGap c R) := by
    rw [← Real.sqrt_mul hR.le]
    congr 1
    unfold stretchedGap
    field_simp
  have hne : √(stretchedGap c R) ≠ 0 := (Real.sqrt_pos.2 hg).ne'
  rw [hs]
  field_simp
```

## Sharpness of the exponent

The two theorems below allow any real exponent `p` on the stated side of 1/2. Each multiplies the main limit by R^(p − 1/2), which diverges in the first case and vanishes in the second, and then combines the powers of R.

```lean
/-- For `K, c > 0` and the gap `c / R`, the product of `R ^ p` with `p > 1/2` and the excess of the
RPA energy over `-K` grows without bound as the bond is stretched. -/
theorem rpow_mul_excess_tendsto_atTop {K c p : ℝ} (hK : 0 < K) (hc : 0 < c)
    (hp : 1 / 2 < p) :
    Tendsto (fun R : ℝ => R ^ p * (rpaEnergy K (stretchedGap c R) + K)) atTop atTop := by
  have h := (tendsto_rpow_atTop (sub_pos.2 hp)).atTop_mul_pos
    (Real.sqrt_pos.2 (mul_pos hc hK)) (sqrt_mul_excess_tendsto hK hc)
  refine h.congr' ?_
  filter_upwards [eventually_gt_atTop (0 : ℝ)] with R hR
  rw [← mul_assoc, Real.sqrt_eq_rpow, ← Real.rpow_add hR, sub_add_cancel]

/-- For `K, c > 0` and the gap `c / R`, the product of `R ^ p` with `p < 1/2` and the excess of the
RPA energy over `-K` tends to zero as the bond is stretched. -/
theorem rpow_mul_excess_tendsto_zero {K c p : ℝ} (hK : 0 < K) (hc : 0 < c)
    (hp : p < 1 / 2) :
    Tendsto (fun R : ℝ => R ^ p * (rpaEnergy K (stretchedGap c R) + K)) atTop (𝓝 0) := by
  have h := (tendsto_rpow_neg_atTop (sub_pos.2 hp)).mul (sqrt_mul_excess_tendsto hK hc)
  rw [zero_mul] at h
  refine h.congr' ?_
  filter_upwards [eventually_gt_atTop (0 : ℝ)] with R hR
  have e : -(1 / 2 - p) + 1 / 2 = p := by ring
  rw [← mul_assoc, Real.sqrt_eq_rpow, ← Real.rpow_add hR, e]
```

## An exponentially closing gap

A gap that closes exponentially stands for a splitting governed by the overlap of orbitals on the two atoms; `d` is its prefactor and `a` its decay rate, both positive, and K > 0 as before. The proof applies the general law once more, with `hroot` recording that √D decays at half the rate of D.

```lean
/-- For a gap `d exp(-a R)` that closes exponentially, the product of `exp(a R / 2)` and
the excess of the RPA energy over `-K` tends to `√(d K)`. -/
theorem exp_mul_excess_tendsto {K d a : ℝ} (hK : 0 < K) (hd : 0 < d) (ha : 0 < a) :
    Tendsto (fun R : ℝ => Real.exp (a * R / 2) *
      (rpaEnergy K (d * Real.exp (-(a * R))) + K)) atTop (𝓝 (√(d * K))) := by
  have h0 : Tendsto (fun R : ℝ => d * Real.exp (-(a * R))) atTop (𝓝 0) := by
    have h1 : Tendsto (fun R : ℝ => a * R) atTop atTop :=
      tendsto_id.const_mul_atTop ha
    have h2 : Tendsto (fun R : ℝ => Real.exp (-(a * R))) atTop (𝓝 0) :=
      Real.tendsto_exp_neg_atTop_nhds_zero.comp h1
    simpa using h2.const_mul d
  have hpos : ∀ R : ℝ, 0 < d * Real.exp (-(a * R)) :=
    fun R => mul_pos hd (Real.exp_pos _)
  have h := (excess_div_sqrt_gap_tendsto hK (Eventually.of_forall hpos) h0).const_mul (√d)
  rw [Real.sqrt_mul hd.le]
  refine h.congr ?_
  intro R
  -- the root of the gap decays at half the rate of the gap
  have hroot : √(d * Real.exp (-(a * R))) = √d * Real.exp (-(a * R) / 2) := by
    rw [Real.sqrt_mul hd.le, Real.exp_half]
  have he : Real.exp (a * R / 2) * Real.exp (-(a * R) / 2) = 1 := by
    have e : a * R / 2 + -(a * R) / 2 = 0 := by ring
    rw [← Real.exp_add, e, Real.exp_zero]
  have hs : √d = Real.exp (a * R / 2) * √(d * Real.exp (-(a * R))) := by
    rw [hroot]
    linear_combination (-√d) * he
  have hne : √(d * Real.exp (-(a * R))) ≠ 0 := (Real.sqrt_pos.2 (hpos R)).ne'
  rw [mul_div_assoc', div_eq_iff hne]
  linear_combination (rpaEnergy K (d * Real.exp (-(a * R))) + K) * hs

end

end StretchedHydrogenRPA
```

```lean
#print axioms StretchedHydrogenRPA.excess_div_sqrt_gap_tendsto
#print axioms StretchedHydrogenRPA.rpow_mul_excess_tendsto_atTop
#print axioms StretchedHydrogenRPA.rpow_mul_excess_tendsto_zero
#print axioms StretchedHydrogenRPA.exp_mul_excess_tendsto
```

```
'StretchedHydrogenRPA.excess_div_sqrt_gap_tendsto' depends on axioms: [propext, Classical.choice, Quot.sound]
'StretchedHydrogenRPA.rpow_mul_excess_tendsto_atTop' depends on axioms: [propext, Classical.choice, Quot.sound]
'StretchedHydrogenRPA.rpow_mul_excess_tendsto_zero' depends on axioms: [propext, Classical.choice, Quot.sound]
'StretchedHydrogenRPA.exp_mul_excess_tendsto' depends on axioms: [propext, Classical.choice, Quot.sound]
```
